# The normalised first harmonic of a position-dependent tip force is its sin²-weighted gradient

Let a tip move as $x(\theta)=c+A\cos\theta$, with centre $c$, amplitude $A>0$ and phase $\theta$, in the linear force $F(x)=a_0+a_1(x-c)$. Project the force on $\cos\theta$ over half a cycle:

$$\int_0^\pi F(x(\theta))\cos\theta\,d\theta=a_0\int_0^\pi\cos\theta\,d\theta+a_1A\int_0^\pi\cos^2\theta\,d\theta=\frac{\pi A}{2}\,a_1 .$$

The constant force drops out, and multiplying by $2/(\pi A)$ leaves the gradient $a_1$. Since $\cos^2\theta$ and $\sin^2\theta$ have the same integral over the half cycle, the result is also $(2/\pi)\int_0^\pi a_1\sin^2\theta\,d\theta$. This second form survives when the gradient varies along the path.

## From force to gradient by one integration by parts

Let $F$ be differentiable on the swept interval $[c-A,c+A]$, with continuous derivative $F'$. By the product and chain rules,

$$\frac{d}{d\theta}\big[F(x(\theta))\sin\theta\big]=F(x(\theta))\cos\theta-A\,F'(x(\theta))\sin^2\theta .$$

The bracket vanishes at $\theta=0$ and $\theta=\pi$, the two turning points. Integrating and multiplying by $2/(\pi A)$ gives

$$\frac{2}{\pi A}\int_0^\pi F(x(\theta))\cos\theta\,d\theta=\frac{2}{\pi}\int_0^\pi F'(x(\theta))\sin^2\theta\,d\theta=:G .$$

The substitution $\theta\to2\pi-\theta$ shows that both half cycles contribute equally to the average of force times displacement, so

$$\frac1{2\pi}\int_0^{2\pi}F(x(\theta))\,A\cos\theta\,d\theta=\frac{A}{\pi}\cdot\frac{\pi A}{2}\,G=\frac{A^2}{2}\,G .$$

Because $\int_0^\pi\sin^2\theta\,d\theta=\pi/2$, the weight $(2/\pi)\sin^2\theta$ has total mass one. If $m\le F'\le M$ on the swept interval, then $m\le G\le M$. Taking $m$ and $M$ to be the minimum and maximum of $F'$, the intermediate value theorem gives a point $x_*$ in the interval with $F'(x_*)=G$. As $A\to0$, $|x_*-c|\le A$ forces $x_*\to c$, and continuity gives $G\to F'(c)$.

For $F=a_0+a_1u+a_2u^2+a_3u^3$ with $u=x-c$, the gradient is $a_1+2a_2u+3a_3u^2$. With $u=A\cos\theta$, the $a_2$ term integrates to zero, and $\int_0^\pi\sin^2\theta\cos^2\theta\,d\theta=\pi/8$. Hence $G=a_1+\tfrac34a_3A^2$.

## A cubic force sampled at three phases

For a weakly perturbed harmonic cantilever of stiffness $k$ and free frequency $f_0$, in a conservative force, the first-order frequency shift is $-f_0G/(2k)$. A simulation can therefore turn a computed force curve into a frequency shift by evaluating $G$. With $N$ midpoint phases $\theta_j=(j-\tfrac12)\pi/N$, $j=1,\dots,N$, the force form becomes

$$G\approx\frac{2}{NA}\sum_{j=1}^N F(c+A\cos\theta_j)\cos\theta_j ,$$

which needs no numerical derivative. At very small $A$ it subtracts nearly equal forces and divides by $A$, so rounding errors grow; the gradient form avoids this if $F'$ is available.

Take $F(x)=x^3$, $c=1$, $A=\tfrac12$ in dimensionless units and $N=3$. The cosines are $\sqrt3/2,\,0,\,-\sqrt3/2$, and with $s=\sqrt3/4$ the sum gives

$$\frac43\cdot\frac{\sqrt3}{2}\big[(1+s)^3-(1-s)^3\big]=\frac{51}{16}=3.1875 .$$

The cubic formula gives the same number, $3+\tfrac34\cdot\tfrac14$. The local gradient is $3$, and $F'$ ranges from $0.75$ to $6.75$ over the path.

## The two quantities in Lean

```lean
import Mathlib

open Real Set Filter Topology

namespace GiessiblForceMicroscopy

noncomputable section
```

The force is a function `F : ℝ → ℝ` of position alone, and the motion is a prescribed sinusoid. Hysteresis, velocity-dependent forces and the cantilever's equation of motion are not modelled.

```lean
/-- The normalised first harmonic of the force `F` felt by a tip that oscillates
about `c` with amplitude `A`. -/
def harmonicGradient (F : ℝ → ℝ) (c A : ℝ) : ℝ :=
  2 / (π * A) * ∫ θ in (0 : ℝ)..π, F (c + A * cos θ) * cos θ

/-- The average of a force gradient `F'` over the tip oscillation, with weight
`sin² θ` in the phase `θ`. -/
def weightedGradient (F' : ℝ → ℝ) (c A : ℝ) : ℝ :=
  2 / π * ∫ θ in (0 : ℝ)..π, F' (c + A * cos θ) * sin θ ^ 2
```

In these definitions `F'` is just the name of a second function. The theorems tie it to `F` by the hypothesis `hF`, which says that `F` has derivative `F' x` at each `x` in `Icc (c - A) (c + A)`; `hF'` adds continuity of `F'` there. The derivative is two-sided even at the turning points, so `F` must be smooth enough just there too. A force may diverge beyond the swept interval, but not at its edge.

## The identity over half a cycle and a full cycle

The bounds $-1\le\cos\theta\le1$ keep the tip in the interval where the hypotheses apply.

```lean
variable {F F' : ℝ → ℝ} {c A : ℝ}

/-- The oscillating tip stays between its two turning points. -/
theorem tip_mem (hA : 0 ≤ A) (θ : ℝ) : c + A * cos θ ∈ Icc (c - A) (c + A) := by
  have h1 := mul_le_mul_of_nonneg_left (cos_le_one θ) hA
  have h2 := mul_le_mul_of_nonneg_left (neg_one_le_cos θ) hA
  constructor <;> linarith
```

In the next proof, `hd` is the product-rule derivative above, and `integral_eq_sub_of_hasDerivAt` is the fundamental theorem of calculus. The continuity facts supply integrability, and simplification removes the boundary terms.

```lean
/-- Over half a cycle, the first harmonic of the force is the amplitude times the
integral of the force gradient with weight `sin² θ`. -/
theorem half_cycle_by_parts (hA : 0 ≤ A)
    (hF : ∀ x ∈ Icc (c - A) (c + A), HasDerivAt F (F' x) x)
    (hF' : ContinuousOn F' (Icc (c - A) (c + A))) :
    ∫ θ in (0 : ℝ)..π, F (c + A * cos θ) * cos θ =
      A * ∫ θ in (0 : ℝ)..π, F' (c + A * cos θ) * sin θ ^ 2 := by
  have hpath : Continuous fun θ : ℝ => c + A * cos θ := by fun_prop
  have hFc : ContinuousOn F (Icc (c - A) (c + A)) :=
    fun x hx => (hF x hx).continuousAt.continuousWithinAt
  have hc0 : Continuous fun θ : ℝ => F (c + A * cos θ) :=
    hFc.comp_continuous hpath (tip_mem hA)
  have hc1 : Continuous fun θ : ℝ => F' (c + A * cos θ) :=
    hF'.comp_continuous hpath (tip_mem hA)
  have k0 : Continuous fun θ : ℝ => F (c + A * cos θ) * cos θ := hc0.mul continuous_cos
  have k1 : Continuous fun θ : ℝ => A * (F' (c + A * cos θ) * sin θ ^ 2) :=
    continuous_const.mul (hc1.mul (continuous_sin.pow 2))
  -- the derivative of the product F(c + A cos θ) sin θ with respect to the phase
  have hd : ∀ θ ∈ uIcc (0 : ℝ) π, HasDerivAt (fun t => F (c + A * cos t) * sin t)
      (F (c + A * cos θ) * cos θ - A * (F' (c + A * cos θ) * sin θ ^ 2)) θ := by
    intro θ _
    have h1 : HasDerivAt (fun t => c + A * cos t) (A * (-sin θ)) θ :=
      ((hasDerivAt_cos θ).const_mul A).const_add c
    have h2 : HasDerivAt (fun t => F (c + A * cos t))
        (F' (c + A * cos θ) * (A * (-sin θ))) θ :=
      HasDerivAt.comp (h := fun t => c + A * cos t) (h₂ := F) θ (hF _ (tip_mem hA θ)) h1
    exact (h2.fun_mul (hasDerivAt_sin θ)).congr_deriv (by ring)
  have h := intervalIntegral.integral_eq_sub_of_hasDerivAt hd
    ((k0.sub k1).intervalIntegrable _ _)
  rw [intervalIntegral.integral_sub (k0.intervalIntegrable _ _) (k1.intervalIntegrable _ _),
    intervalIntegral.integral_const_mul] at h
  simp only [sin_pi, sin_zero, mul_zero, sub_zero] at h
  linarith
```

Dividing by the amplitude requires `0 < A`, and gives the main identity. Despite its name, the theorem does not contain the frequency-shift formula, which also uses the first-order cantilever result quoted above and not proved here.

```lean
/-- The normalised first harmonic of the force equals the force gradient averaged over the
oscillation with weight `sin² θ`. -/
theorem giessibl_integral (hA : 0 < A)
    (hF : ∀ x ∈ Icc (c - A) (c + A), HasDerivAt F (F' x) x)
    (hF' : ContinuousOn F' (Icc (c - A) (c + A))) :
    harmonicGradient F c A = weightedGradient F' c A := by
  unfold harmonicGradient weightedGradient
  rw [half_cycle_by_parts hA.le hF hF']
  have hp := pi_ne_zero
  have hA' := hA.ne'
  field_simp
```

For the full cycle, `hr` is the reflection $\theta\to2\pi-\theta$, `hs` joins the two halves, and `hh` takes the factor $A$ out of the integral.

```lean
/-- The average of force times displacement over a full cycle is `A² / 2` times
the weighted force gradient. -/
theorem cycle_average_force_displacement (hA : 0 ≤ A)
    (hF : ∀ x ∈ Icc (c - A) (c + A), HasDerivAt F (F' x) x)
    (hF' : ContinuousOn F' (Icc (c - A) (c + A))) :
    1 / (2 * π) * ∫ θ in (0 : ℝ)..(2 * π), F (c + A * cos θ) * (A * cos θ) =
      A ^ 2 / 2 * weightedGradient F' c A := by
  have hFc : ContinuousOn F (Icc (c - A) (c + A)) :=
    fun x hx => (hF x hx).continuousAt.continuousWithinAt
  have hc0 : Continuous fun θ : ℝ => F (c + A * cos θ) :=
    hFc.comp_continuous (by fun_prop) (tip_mem hA)
  have k : Continuous fun θ : ℝ => F (c + A * cos θ) * (A * cos θ) :=
    hc0.mul (continuous_const.mul continuous_cos)
  -- approach and retraction contribute equally
  have hr := intervalIntegral.integral_comp_sub_left (a := 0) (b := π)
    (fun θ : ℝ => F (c + A * cos θ) * (A * cos θ)) (2 * π)
  simp only [cos_two_pi_sub] at hr
  rw [show 2 * π - π = π by ring, sub_zero] at hr
  have ki (a b : ℝ) : IntervalIntegrable
      (fun θ : ℝ => F (c + A * cos θ) * (A * cos θ)) MeasureTheory.volume a b :=
    k.intervalIntegrable a b
  have hs := intervalIntegral.integral_add_adjacent_intervals (ki 0 π) (ki π (2 * π))
  have hh : ∫ θ in (0 : ℝ)..π, F (c + A * cos θ) * (A * cos θ) =
      A * ∫ θ in (0 : ℝ)..π, F (c + A * cos θ) * cos θ := by
    rw [← intervalIntegral.integral_const_mul]
    congr 1
    funext θ
    ring
  rw [← hs, ← hr, hh, half_cycle_by_parts hA hF hF']
  unfold weightedGradient
  have hp := pi_ne_zero
  field_simp
  try ring
```

## Bounds, an attained value and the small-amplitude limit

The bounds `lo` and `hi` come from integrating $m\sin^2\theta\le F'\sin^2\theta\le M\sin^2\theta$; `hw` supplies the mass $\pi/2$. The theorem assumes the continuity of `F'` and the bounds, and does not involve `F`.

```lean
/-- Bounds on the force gradient between the turning points are also bounds on
its weighted average. -/
theorem weightedGradient_mem_Icc {m M : ℝ} (hA : 0 ≤ A)
    (hF' : ContinuousOn F' (Icc (c - A) (c + A)))
    (hb : ∀ x ∈ Icc (c - A) (c + A), F' x ∈ Icc m M) :
    weightedGradient F' c A ∈ Icc m M := by
  have hc1 : Continuous fun θ : ℝ => F' (c + A * cos θ) :=
    hF'.comp_continuous (by fun_prop) (tip_mem hA)
  have k : Continuous fun θ : ℝ => F' (c + A * cos θ) * sin θ ^ 2 :=
    hc1.mul (continuous_sin.pow 2)
  have kc (a : ℝ) : Continuous fun θ : ℝ => a * sin θ ^ 2 := by fun_prop
  -- the weight has total mass π / 2
  have hw (a : ℝ) : ∫ θ in (0 : ℝ)..π, a * sin θ ^ 2 = a * (π / 2) := by
    rw [intervalIntegral.integral_const_mul, integral_sin_sq]
    simp only [sin_pi, sin_zero]
    ring
  have hn (a : ℝ) : a = 2 / π * (a * (π / 2)) := by
    have hp := pi_ne_zero
    field_simp
  have hp : 0 ≤ 2 / π := by positivity
  have ki : IntervalIntegrable (fun θ : ℝ => F' (c + A * cos θ) * sin θ ^ 2)
      MeasureTheory.volume 0 π := k.intervalIntegrable 0 π
  have kci (a : ℝ) : IntervalIntegrable (fun θ : ℝ => a * sin θ ^ 2)
      MeasureTheory.volume 0 π := (kc a).intervalIntegrable 0 π
  have lo := intervalIntegral.integral_mono_on pi_pos.le (kci m) ki
    (fun θ _ => mul_le_mul_of_nonneg_right (hb _ (tip_mem hA θ)).1 (sq_nonneg (sin θ)))
  have hi := intervalIntegral.integral_mono_on pi_pos.le ki (kci M)
    (fun θ _ => mul_le_mul_of_nonneg_right (hb _ (tip_mem hA θ)).2 (sq_nonneg (sin θ)))
  rw [hw] at lo hi
  exact ⟨(hn m).le.trans (mul_le_mul_of_nonneg_left lo hp),
    (mul_le_mul_of_nonneg_left hi hp).trans (hn M).ge⟩
```

Compactness provides points `a` and `b` where `F'` is smallest and largest. The previous theorem places the average between those two values, and the intermediate value theorem finds the point where it is attained.

```lean
/-- The normalised first harmonic of the force equals the true force gradient at
some point between the turning points. -/
theorem exists_gradient_eq (hA : 0 < A)
    (hF : ∀ x ∈ Icc (c - A) (c + A), HasDerivAt F (F' x) x)
    (hF' : ContinuousOn F' (Icc (c - A) (c + A))) :
    ∃ x ∈ Icc (c - A) (c + A), F' x = harmonicGradient F c A := by
  have hne : (Icc (c - A) (c + A)).Nonempty := ⟨c, by constructor <;> linarith⟩
  obtain ⟨a, ha, hmin⟩ := isCompact_Icc.exists_isMinOn hne hF'
  obtain ⟨b, hb, hmax⟩ := isCompact_Icc.exists_isMaxOn hne hF'
  rw [giessibl_integral hA hF hF']
  -- the average lies between the extremes, and a continuous gradient attains it
  exact isPreconnected_Icc.intermediate_value ha hb hF'
    (weightedGradient_mem_Icc hA.le hF' fun x hx => ⟨hmin hx, hmax hx⟩)
```

For the limit, `F` is assumed to be continuously differentiable on a neighbourhood `U` of `c`. The filter `𝓝[>] 0` means that $A$ tends to zero through positive values. The proof takes any positive $A$ smaller than both `r`, which keeps the path inside `U`, and `δ`, which keeps `F'` within `ε` of `F' c`.

```lean
/-- For vanishing amplitude the normalised first harmonic of the force tends to
the local force gradient at the centre of the oscillation. -/
theorem tendsto_small_amplitude {U : Set ℝ} (hU : U ∈ 𝓝 c)
    (hF : ∀ x ∈ U, HasDerivAt F (F' x) x) (hF' : ContinuousOn F' U) :
    Tendsto (fun A => harmonicGradient F c A) (𝓝[>] 0) (𝓝 (F' c)) := by
  rw [Metric.tendsto_nhdsWithin_nhds]
  intro ε hε
  obtain ⟨r, hr, hrU⟩ := Metric.mem_nhds_iff.mp hU
  obtain ⟨δ, hδ, hδF⟩ := Metric.continuousAt_iff.mp (hF'.continuousAt hU) ε hε
  refine ⟨min r δ, lt_min hr hδ, ?_⟩
  intro A hA hAd
  have hA0 : 0 < A := hA
  rw [Real.dist_eq, sub_zero, abs_of_pos hA0] at hAd
  have hdist : ∀ x ∈ Icc (c - A) (c + A), dist x c < min r δ := by
    intro x hx
    rw [Real.dist_eq]
    exact (abs_le.mpr ⟨by linarith [hx.1], by linarith [hx.2]⟩).trans_lt hAd
  have hsub : Icc (c - A) (c + A) ⊆ U :=
    fun x hx => hrU (Metric.mem_ball.mpr ((hdist x hx).trans_le (min_le_left _ _)))
  obtain ⟨x, hx, hxe⟩ := exists_gradient_eq hA0 (fun x hx => hF x (hsub hx)) (hF'.mono hsub)
  rw [← hxe]
  exact hδF ((hdist x hx).trans_le (min_le_right _ _))
```

## The exact amplitude correction for a cubic force

Here `hF` differentiates the polynomial, and `hP` verifies an explicit antiderivative of the weighted gradient, using $\sin^2\theta+\cos^2\theta=1$. Its value at the endpoints replaces the separate trigonometric integrals of the derivation by hand. The quadratic coefficient `a₂` is absent from the result, while `a₃` sets the departure from the local gradient.

```lean
/-- For a cubic force with coefficients `a₀, a₁, a₂, a₃` about `c`, the normalised
first harmonic is `a₁ + (3/4) a₃ A²`. -/
theorem harmonicGradient_cubic (a₀ a₁ a₂ a₃ : ℝ) (hA : 0 < A) :
    harmonicGradient
      (fun x => a₀ + a₁ * (x - c) + a₂ * (x - c) ^ 2 + a₃ * (x - c) ^ 3) c A =
      a₁ + 3 / 4 * a₃ * A ^ 2 := by
  have hF : ∀ x ∈ Icc (c - A) (c + A), HasDerivAt
      (fun x => a₀ + a₁ * (x - c) + a₂ * (x - c) ^ 2 + a₃ * (x - c) ^ 3)
      ((fun x => a₁ + 2 * a₂ * (x - c) + 3 * a₃ * (x - c) ^ 2) x) x := by
    intro x _
    have hu : HasDerivAt (fun y : ℝ => y - c) 1 x := (hasDerivAt_id' x).sub_const c
    exact ((((hu.const_mul a₁).const_add a₀).fun_add ((hu.fun_pow 2).const_mul a₂)).fun_add
      ((hu.fun_pow 3).const_mul a₃)).congr_deriv (by norm_num; ring)
  -- an explicit antiderivative of the weighted gradient
  have hP : ∀ θ ∈ uIcc (0 : ℝ) π, HasDerivAt
      (fun t => (a₁ + 3 / 4 * a₃ * A ^ 2) / 2 * (t - sin t * cos t)
        + 2 * a₂ * A / 3 * (sin t * sin t * sin t)
        + 3 / 4 * a₃ * A ^ 2 * (sin t * sin t * sin t * cos t))
      ((a₁ + 2 * a₂ * (c + A * cos θ - c) + 3 * a₃ * (c + A * cos θ - c) ^ 2)
        * sin θ ^ 2) θ := by
    intro θ _
    have s := hasDerivAt_sin θ
    have k := hasDerivAt_cos θ
    have s3 := (s.fun_mul s).fun_mul s
    refine (((((hasDerivAt_id' θ).fun_sub (s.fun_mul k)).const_mul _).fun_add
      (s3.const_mul _)).fun_add ((s3.fun_mul k).const_mul _)).congr_deriv ?_
    linear_combination (-((a₁ + 3 / 4 * a₃ * A ^ 2) / 2
      + 3 / 4 * a₃ * A ^ 2 * sin θ ^ 2)) * sin_sq_add_cos_sq θ
  have hI := intervalIntegral.integral_eq_sub_of_hasDerivAt hP
    (Continuous.intervalIntegrable (by fun_prop) _ _)
  simp only [sin_pi, sin_zero] at hI
  rw [giessibl_integral hA hF (by fun_prop)]
  change 2 / π * (∫ θ in (0 : ℝ)..π,
    (a₁ + 2 * a₂ * (c + A * cos θ - c) + 3 * a₃ * (c + A * cos θ - c) ^ 2)
      * sin θ ^ 2) = _
  rw [hI]
  have hp := pi_ne_zero
  field_simp
  try ring

end

end GiessiblForceMicroscopy
```

```lean
#print axioms GiessiblForceMicroscopy.cycle_average_force_displacement
-- 'GiessiblForceMicroscopy.cycle_average_force_displacement' depends on axioms: [propext, Classical.choice, Quot.sound]
#print axioms GiessiblForceMicroscopy.tendsto_small_amplitude
-- 'GiessiblForceMicroscopy.tendsto_small_amplitude' depends on axioms: [propext, Classical.choice, Quot.sound]
#print axioms GiessiblForceMicroscopy.harmonicGradient_cubic
-- 'GiessiblForceMicroscopy.harmonicGradient_cubic' depends on axioms: [propext, Classical.choice, Quot.sound]
```
